# Gradient of the solvation energy for a surface potential affine in the density parameters

In an apparent-surface-charge model with finitely many surface elements, a potential `v` induces charges `Q v` and has solvation energy ½ `v` · `Q v`, where `Q` is a fixed real matrix that need not be symmetric. The declaration `reactionField_hasGradAt` takes a potential `v₀ + A p` that is affine in finitely many real density parameters `p`, with `v₀` and `A` fixed. It states that the energy, as a function of `p`, is differentiable at every `p`, with gradient `Aᵀ` applied to ½(`Q` + `Qᵀ`)(`v₀ + A p`). The proof applies the chain rule to the energy's gradient in the potential and the derivative of the affine map, then moves `A` across the dot product.

This version doesn't compile in Lean 4 with Mathlib:

```lean
import Mathlib

open Matrix

namespace ApparentSurfaceCharge

noncomputable section

variable {n m : Type*} [Fintype n] [Fintype m]

/-- The apparent surface charges `Q v` induced by the solute potential `v` on the
surface elements. -/
def apparentCharge (Q : Matrix n n ℝ) (v : n → ℝ) : n → ℝ := Q *ᵥ v

/-- The solvation energy, half the interaction of the potential with the apparent charges. -/
def solvationEnergy (Q : Matrix n n ℝ) (v : n → ℝ) : ℝ :=
  (1 / 2) * (v ⬝ᵥ apparentCharge Q v)

/-- The symmetrised response matrix `(Q + Qᵀ) / 2`. -/
def symmResponse (Q : Matrix n n ℝ) : Matrix n n ℝ := (1 / 2 : ℝ) • (Q + Qᵀ)

/-- The linear functional `w ↦ g · w` belonging to a vector `g`. -/
def pairing (g : n → ℝ) : (n → ℝ) →L[ℝ] ℝ :=
  ∑ i, g i • ContinuousLinearMap.proj (R := ℝ) (φ := fun _ : n => ℝ) i

/-- The function `E` is differentiable at `v` with gradient vector `g`. -/
def HasGradAt (E : (n → ℝ) → ℝ) (g v : n → ℝ) : Prop := HasFDerivAt E (pairing g) v

/-- The functional belonging to `g` acts as the dot product with `g`. -/
theorem pairing_apply (g w : n → ℝ) : pairing g w = g ⬝ᵥ w := by
  simp [pairing, dotProduct]

/-- The gradient of the solvation energy at every potential `v` is `(Q + Qᵀ) v / 2`. -/
theorem solvationEnergy_hasGradAt (Q : Matrix n n ℝ) (v : n → ℝ) :
    HasGradAt (solvationEnergy Q) (symmResponse Q *ᵥ v) v := by
  -- each apparent charge is linear in the potential
  have hrow : ∀ i, HasFDerivAt (fun u : n → ℝ => (Q *ᵥ u) i) (pairing (Q i)) v := by
    intro i
    have e : (fun u : n → ℝ => (Q *ᵥ u) i) = ⇑(pairing (Q i)) := by
      funext u
      rw [pairing_apply]
      rfl
    rw [e]
    exact (pairing (Q i)).hasFDerivAt
  -- product rule, element by element
  have h := (HasFDerivAt.fun_sum (u := Finset.univ)
    fun i _ => (hasFDerivAt_apply (𝕜 := ℝ) i v).mul (hrow i)).const_mul (1 / 2 : ℝ)
  refine HasFDerivAt.congr_fderiv h (ContinuousLinearMap.ext fun w => ?_)
  trans (1 / 2 : ℝ) * ∑ i, (v i * (Q i ⬝ᵥ w) + (Q *ᵥ v) i * w i)
  · simp [pairing_apply]
  · -- move `Q` to the other side of the dot product
    have e1 : ∑ i, v i * (Q i ⬝ᵥ w) = (Qᵀ *ᵥ v) ⬝ᵥ w := by
      rw [Matrix.mulVec_transpose]
      exact Matrix.dotProduct_mulVec v Q w
    have e2 : ∑ i, (Q *ᵥ v) i * w i = (Q *ᵥ v) ⬝ᵥ w := rfl
    rw [Finset.sum_add_distrib, e1, e2, pairing_apply, symmResponse, Matrix.smul_mulVec,
      Matrix.add_mulVec, smul_dotProduct, add_dotProduct, smul_eq_mul]
    ring

/-- If the potential `v₀ + A p` is affine in the density parameters `p`, the gradient of the
solvation energy with respect to `p` is `Aᵀ` applied to the symmetrised charges. -/
theorem reactionField_hasGradAt (Q : Matrix n n ℝ) (A : Matrix n m ℝ) (v₀ : n → ℝ)
    (p : m → ℝ) :
    HasGradAt (fun q => solvationEnergy Q (v₀ + A *ᵥ q))
      (Aᵀ *ᵥ (symmResponse Q *ᵥ (v₀ + A *ᵥ p))) p := by
  have hA : HasFDerivAt (fun q : m → ℝ => v₀ + A *ᵥ q)
      (LinearMap.toContinuousLinearMap A.mulVecLin) p :=
    HasFDerivAt.const_add v₀ (LinearMap.toContinuousLinearMap A.mulVecLin).hasFDerivAt
  -- chain rule through the potential
  have h := HasFDerivAt.comp p (solvationEnergy_hasGradAt Q (v₀ + A *ᵥ p)) hA
  refine HasFDerivAt.congr_fderiv h (ContinuousLinearMap.ext fun w => ?_)
  change pairing (symmResponse Q *ᵥ (v₀ + A *ᵥ p)) (A *ᵥ w) = _
  rw [pairing_apply, pairing_apply, Matrix.dotProduct_mulVec, Matrix.mulVec_transpose]

end

end ApparentSurfaceCharge
```

Compiling this gives:

```
Main.lean:70:31: error: Application type mismatch: The argument
  solvationEnergy_hasGradAt Q (v₀ + A *ᵥ p)
has type
  HasGradAt (solvationEnergy Q) (symmResponse Q *ᵥ (v₀ + A *ᵥ p)) (v₀ + A *ᵥ p)
but is expected to have type
  HasFDerivAt ?m.142 ?m.143 (?m.140 p)
in the application
  HasFDerivAt.comp p (solvationEnergy_hasGradAt Q (v₀ + A *ᵥ p))
Main.lean:65:53: error: unsolved goals
n : Type u_1
m : Type u_2
inst✝¹ : Fintype n
inst✝ : Fintype m
Q : Matrix n n ℝ
A : Matrix n m ℝ
v₀ : n → ℝ
p : m → ℝ
hA : HasFDerivAt (fun q => v₀ + A *ᵥ q) (LinearMap.toContinuousLinearMap A.mulVecLin) p
⊢ HasGradAt (fun q => solvationEnergy Q (v₀ + A *ᵥ q)) (Aᵀ *ᵥ symmResponse Q *ᵥ (v₀ + A *ᵥ p)) p
```

What went wrong. The first message says that `HasFDerivAt.comp` expected a derivative at `?m.140 p`, an unknown inner function applied to `p`, but was given one at `v₀ + A *ᵥ p`. Lean had to find the inner function from that single value. Since `p` was already a fixed variable in the context, the value does not determine the function, and Lean did not choose `fun q => v₀ + A *ᵥ q`. The argument `hA`, which names this function, comes later and did not help in time.

The repair states the inner function as `f`. Its value at `p` is then `v₀ + A *ᵥ p` by computation, and the same gradient theorem is accepted. The definition `HasGradAt` is therefore no obstacle in itself, as Lean can unfold it to `HasFDerivAt`. The repair also names the outer function, `g := solvationEnergy Q`, which spares Lean from inferring it; the messages don't show whether this was needed.

The second message is a consequence of the first: the proof stopped at `have h`, so the main goal was left open.

Lean accepts the file once it reads:

```diff
@@ -68,5 +68,6 @@
     HasFDerivAt.const_add v₀ (LinearMap.toContinuousLinearMap A.mulVecLin).hasFDerivAt
   -- chain rule through the potential
-  have h := HasFDerivAt.comp p (solvationEnergy_hasGradAt Q (v₀ + A *ᵥ p)) hA
+  have h := HasFDerivAt.comp (g := solvationEnergy Q) (f := fun q : m → ℝ => v₀ + A *ᵥ q) p
+    (solvationEnergy_hasGradAt Q (v₀ + A *ᵥ p)) hA
   refine HasFDerivAt.congr_fderiv h (ContinuousLinearMap.ext fun w => ?_)
   change pairing (symmResponse Q *ᵥ (v₀ + A *ᵥ p)) (A *ᵥ w) = _
```
